# Vector-operator correlations are isotropic in a state annihilated by the angular momentum

Two spins 1/2 in the singlet state have total spin zero, so the commutator of S_x = S1x + S2x with S1y S2z has zero expectation value; since with ħ = 1 that commutator equals i(S1z S2z − S1y S2y), the zz and yy correlations are equal. The file below applies the same argument to any two vector operators for a Hermitian triple J on a finite-dimensional space, in a state that J annihilates.

```lean
import Mathlib

open Matrix
open scoped Kronecker

namespace RotationInvariantState

noncomputable section

variable {n : Type*} [Fintype n]

/-- The number `v† X v`, as a linear functional of the operator `X`. It is the expectation value of
`X` when `v` is a unit vector. -/
def expect (v : n → ℂ) : Matrix n n ℂ →ₗ[ℂ] ℂ where
  toFun X := star v ⬝ᵥ (X *ᵥ v)
  map_add' X Y := by rw [Matrix.add_mulVec, dotProduct_add]
  map_smul' c X := by simp [Matrix.smul_mulVec, dotProduct_smul]

/-- `V` is a vector operator for `J`: `[J_a, V_b] = i ε_abc V_c`, written out with
the indices `a, a+1, a+2` taken cyclically. -/
def IsVectorOperator (J V : Fin 3 → Matrix n n ℂ) : Prop :=
  ∀ a, J a * V a - V a * J a = 0 ∧
    J a * V (a + 1) - V (a + 1) * J a = Complex.I • V (a + 2) ∧
    J a * V (a + 2) - V (a + 2) * J a = -(Complex.I • V (a + 1))

/-- If a Hermitian `K` annihilates `v`, every commutator with `K` has zero expectation
value in `v`. -/
theorem expect_commutator {v : n → ℂ} {K : Matrix n n ℂ} (hK : K.IsHermitian)
    (hv : K *ᵥ v = 0) (X : Matrix n n ℂ) : expect v (K * X - X * K) = 0 := by
  -- K also annihilates the bra
  have hl : star v ᵥ* K = 0 := by
    have h := Matrix.star_mulVec K v
    rw [hv, hK.eq, star_zero] at h
    exact h.symm
  have h1 : expect v (K * X) = 0 := by
    change star v ⬝ᵥ ((K * X) *ᵥ v) = 0
    rw [← Matrix.mulVec_mulVec, Matrix.dotProduct_mulVec, hl, zero_dotProduct]
  have h2 : expect v (X * K) = 0 := by
    change star v ⬝ᵥ ((X * K) *ᵥ v) = 0
    rw [← Matrix.mulVec_mulVec, hv, Matrix.mulVec_zero, dotProduct_zero]
  rw [map_sub, h1, h2, sub_zero]

/-- If a Hermitian `K` annihilates `v`, then `⟨[K, X] Y⟩ + ⟨X [K, Y]⟩ = 0` in `v`. -/
theorem expect_leibniz {v : n → ℂ} {K : Matrix n n ℂ} (hK : K.IsHermitian)
    (hv : K *ᵥ v = 0) (X Y : Matrix n n ℂ) :
    expect v ((K * X - X * K) * Y) + expect v (X * (K * Y - Y * K)) = 0 := by
  rw [← map_add, ← expect_commutator hK hv (X * Y)]
  congr 1
  simp only [sub_mul, mul_sub, mul_assoc]
  abel

/-- In a state annihilated by the Hermitian triple `J`, each component of a vector
operator has zero expectation value. -/
theorem expect_vector {v : n → ℂ} {J A : Fin 3 → Matrix n n ℂ}
    (hJ : ∀ k, (J k).IsHermitian) (hv : ∀ k, J k *ᵥ v = 0)
    (hA : IsVectorOperator J A) (k : Fin 3) : expect v (A k) = 0 := by
  have e : ∀ k : Fin 3, k + 1 + 2 = k := by decide
  have h := expect_commutator (hJ (k + 1)) (hv (k + 1)) (A (k + 1 + 1))
  rw [(hA (k + 1)).2.1, e k, map_smul, smul_eq_mul] at h
  exact (mul_eq_zero.mp h).resolve_left Complex.I_ne_zero

/-- In a state annihilated by the Hermitian triple `J`, two vector operators satisfy
`⟨A_a B_b⟩ = δ_ab ⟨A·B⟩ / 3`. -/
theorem expect_vector_mul_vector {v : n → ℂ} {J A B : Fin 3 → Matrix n n ℂ}
    (hJ : ∀ k, (J k).IsHermitian) (hv : ∀ k, J k *ᵥ v = 0)
    (hA : IsVectorOperator J A) (hB : IsVectorOperator J B) (a b : Fin 3) :
    expect v (A a * B b) = if a = b then expect v (∑ k, A k * B k) / 3 else 0 := by
  -- rotating about axis a removes the off-diagonal correlations
  have off2 : ∀ a, expect v (A a * B (a + 2)) = 0 := by
    intro a
    have h := expect_leibniz (hJ a) (hv a) (A a) (B (a + 1))
    rw [(hA a).1, (hB a).2.1] at h
    simp only [zero_mul, map_zero, zero_add, Matrix.mul_smul, map_smul, smul_eq_mul] at h
    exact (mul_eq_zero.mp h).resolve_left Complex.I_ne_zero
  have off1 : ∀ a, expect v (A a * B (a + 1)) = 0 := by
    intro a
    have h := expect_leibniz (hJ a) (hv a) (A a) (B (a + 2))
    rw [(hA a).1, (hB a).2.2] at h
    simp only [zero_mul, map_zero, zero_add, mul_neg, Matrix.mul_smul, map_neg, map_smul,
      smul_eq_mul, neg_eq_zero] at h
    exact (mul_eq_zero.mp h).resolve_left Complex.I_ne_zero
  -- and makes the two transverse diagonal correlations equal
  have diag : ∀ a, expect v (A (a + 2) * B (a + 2)) = expect v (A (a + 1) * B (a + 1)) := by
    intro a
    have h := expect_leibniz (hJ a) (hv a) (A (a + 1)) (B (a + 2))
    rw [(hA a).2.1, (hB a).2.2] at h
    simp only [Matrix.smul_mul, mul_neg, Matrix.mul_smul, map_neg, map_smul,
      smul_eq_mul] at h
    exact mul_left_cancel₀ Complex.I_ne_zero (by linear_combination h)
  have d0 : expect v (A 2 * B 2) = expect v (A 1 * B 1) := diag 0
  have d1 : expect v (A 0 * B 0) = expect v (A 2 * B 2) := diag 1
  have cases3 : ∀ a b : Fin 3, b = a ∨ b = a + 1 ∨ b = a + 2 := by decide
  have ne1 : ∀ a : Fin 3, a ≠ a + 1 := by decide
  have ne2 : ∀ a : Fin 3, a ≠ a + 2 := by decide
  rcases cases3 a b with rfl | rfl | rfl
  · rw [if_pos rfl, map_sum, Fin.sum_univ_three]
    have vals : ∀ k : Fin 3, k = 0 ∨ k = 1 ∨ k = 2 := by decide
    rcases vals b with rfl | rfl | rfl
    · linear_combination (1 / 3) * d0 + (2 / 3) * d1
    · linear_combination (-2 / 3) * d0 - (1 / 3) * d1
    · linear_combination (1 / 3) * d0 - (1 / 3) * d1
  · rw [if_neg (ne1 a), off1]
  · rw [if_neg (ne2 a), off2]

variable [DecidableEq n]

/-- A unit vector `v` annihilated by `J₁ + J₂`, for commuting Hermitian triples of which
`J₁` is an angular momentum with `J₁² = c`. -/
structure IsSinglet (J₁ J₂ : Fin 3 → Matrix n n ℂ) (v : n → ℂ) (c : ℂ) : Prop where
  herm₁ : ∀ k, (J₁ k).IsHermitian
  herm₂ : ∀ k, (J₂ k).IsHermitian
  angular : IsVectorOperator J₁ J₁
  comm : ∀ a b, J₁ a * J₂ b = J₂ b * J₁ a
  square : ∑ k, J₁ k * J₁ k = c • (1 : Matrix n n ℂ)
  total : ∀ k, (J₁ k + J₂ k) *ᵥ v = 0
  unit : star v ⬝ᵥ v = 1

/-- In a singlet with `J₁² = c`, the components of `J₁` and `J₂` are correlated as
`⟨J₁a J₂b⟩ = -c δ_ab / 3`. -/
theorem singlet_correlation {J₁ J₂ : Fin 3 → Matrix n n ℂ} {v : n → ℂ} {c : ℂ}
    (h : IsSinglet J₁ J₂ v c) (a b : Fin 3) :
    expect v (J₁ a * J₂ b) = if a = b then -c / 3 else 0 := by
  -- J₁ is a vector operator for the total angular momentum
  have key : ∀ a b, (J₁ a + J₂ a) * J₁ b - J₁ b * (J₁ a + J₂ a)
      = J₁ a * J₁ b - J₁ b * J₁ a := by
    intro a b
    rw [add_mul, mul_add, h.comm b a]
    abel
  have hvec : IsVectorOperator (fun k => J₁ k + J₂ k) J₁ := fun a =>
    ⟨(key a a).trans (h.angular a).1, (key a _).trans (h.angular a).2.1,
      (key a _).trans (h.angular a).2.2⟩
  -- on the singlet, J₂ acts as -J₁
  have flip : expect v (J₁ a * (J₁ b + J₂ b)) = 0 := by
    change star v ⬝ᵥ ((J₁ a * (J₁ b + J₂ b)) *ᵥ v) = 0
    rw [← Matrix.mulVec_mulVec, h.total, Matrix.mulVec_zero, dotProduct_zero]
  rw [mul_add, map_add] at flip
  have one : expect v 1 = 1 := by
    change star v ⬝ᵥ ((1 : Matrix n n ℂ) *ᵥ v) = 1
    rw [Matrix.one_mulVec, h.unit]
  have iso := expect_vector_mul_vector (J := fun k => J₁ k + J₂ k)
    (fun k => (h.herm₁ k).add (h.herm₂ k)) h.total hvec hvec a b
  rw [h.square, map_smul, one, smul_eq_mul] at iso
  rw [eq_neg_of_add_eq_zero_right flip, iso]
  split_ifs <;> ring

/-- In a singlet with `J₁² = c`, the components along real vectors `p` and `q` satisfy
`⟨(p·J₁)(q·J₂)⟩ = -(c/3) p·q`. -/
theorem singlet_directions {J₁ J₂ : Fin 3 → Matrix n n ℂ} {v : n → ℂ} {c : ℂ}
    (h : IsSinglet J₁ J₂ v c) (p q : Fin 3 → ℝ) :
    expect v ((∑ a, (p a : ℂ) • J₁ a) * (∑ b, (q b : ℂ) • J₂ b))
      = -c / 3 * ((p ⬝ᵥ q : ℝ) : ℂ) := by
  rw [Finset.sum_mul_sum]
  simp only [map_sum, Matrix.smul_mul, Matrix.mul_smul, map_smul, smul_eq_mul,
    singlet_correlation h]
  simp [Fin.sum_univ_three, dotProduct]
  ring

/-- The spin-1/2 matrices `S_x, S_y, S_z` in units of `ħ`. -/
def spin : Fin 3 → Matrix (Fin 2) (Fin 2) ℂ :=
  ![!![0, 1 / 2; 1 / 2, 0], !![0, -Complex.I / 2; Complex.I / 2, 0], !![1 / 2, 0; 0, -1 / 2]]

/-- The two-spin state `(|↑↓⟩ - |↓↑⟩) / √2`. -/
def singletVec : Fin 2 × Fin 2 → ℂ :=
  fun s => !![0, 1; -1, 0] s.1 s.2 * ((Real.sqrt 2 : ℝ) : ℂ)⁻¹

/-- The spin-1/2 matrices obey the angular momentum commutation relations. -/
theorem spin_angular : IsVectorOperator spin spin := by
  intro a
  fin_cases a <;> refine ⟨?_, ?_, ?_⟩ <;> ext i j <;> fin_cases i <;> fin_cases j <;>
    simp [spin, Complex.ext_iff] <;> norm_num

/-- Two spins 1/2 in the state `(|↑↓⟩ - |↓↑⟩) / √2` form a singlet with `J₁² = 3/4`. -/
theorem isSinglet_witness :
    IsSinglet (fun k => spin k ⊗ₖ (1 : Matrix (Fin 2) (Fin 2) ℂ))
      (fun k => (1 : Matrix (Fin 2) (Fin 2) ℂ) ⊗ₖ spin k) singletVec (3 / 4) := by
  have herm : ∀ k, (spin k)ᴴ = spin k := by
    intro k
    fin_cases k <;> ext i j <;> fin_cases i <;> fin_cases j <;>
      simp [spin]
  have sq : ∑ k, spin k * spin k = (3 / 4 : ℂ) • (1 : Matrix (Fin 2) (Fin 2) ℂ) := by
    rw [Fin.sum_univ_three]
    ext i j
    fin_cases i <;> fin_cases j <;>
      simp [spin, Complex.ext_iff] <;> norm_num
  -- commutators of the first spin are computed in the first factor
  have key : ∀ X Y : Matrix (Fin 2) (Fin 2) ℂ,
      (X ⊗ₖ (1 : Matrix (Fin 2) (Fin 2) ℂ)) * (Y ⊗ₖ (1 : Matrix (Fin 2) (Fin 2) ℂ))
        - (Y ⊗ₖ (1 : Matrix (Fin 2) (Fin 2) ℂ)) * (X ⊗ₖ (1 : Matrix (Fin 2) (Fin 2) ℂ))
      = (X * Y - Y * X) ⊗ₖ (1 : Matrix (Fin 2) (Fin 2) ℂ) := by
    intro X Y
    rw [← Matrix.mul_kronecker_mul, ← Matrix.mul_kronecker_mul, one_mul]
    ext ⟨i, j⟩ ⟨k, l⟩
    simp only [Matrix.kroneckerMap_apply, Matrix.sub_apply]
    ring
  refine ⟨fun k => ?_, fun k => ?_, fun a => ⟨?_, ?_, ?_⟩, fun a b => ?_, ?_, fun k => ?_, ?_⟩
  · unfold Matrix.IsHermitian
    rw [Matrix.conjTranspose_kronecker, herm, Matrix.conjTranspose_one]
  · unfold Matrix.IsHermitian
    rw [Matrix.conjTranspose_kronecker, herm, Matrix.conjTranspose_one]
  · rw [key, (spin_angular a).1, Matrix.zero_kronecker]
  · rw [key, (spin_angular a).2.1, Matrix.smul_kronecker]
  · rw [key, (spin_angular a).2.2]
    ext ⟨i, j⟩ ⟨k, l⟩
    simp only [Matrix.kroneckerMap_apply, Matrix.neg_apply, Matrix.smul_apply, smul_eq_mul]
    ring
  · simp only [← Matrix.mul_kronecker_mul, one_mul, mul_one]
  · simp only [← Matrix.mul_kronecker_mul, one_mul]
    rw [Fin.sum_univ_three, ← Matrix.add_kronecker, ← Matrix.add_kronecker,
      ← Fin.sum_univ_three (fun k => spin k * spin k), sq, Matrix.smul_kronecker,
      Matrix.one_kronecker_one]
  · ext ⟨i, j⟩
    fin_cases k <;> fin_cases i <;> fin_cases j <;>
      simp [spin, singletVec, Matrix.mulVec, dotProduct, Fintype.sum_prod_type,
        Fin.sum_univ_two, Matrix.one_apply] <;> ring
  · have h2 : ((Real.sqrt 2 : ℝ) : ℂ) * ((Real.sqrt 2 : ℝ) : ℂ) = 2 := by
      rw [← Complex.ofReal_mul, Real.mul_self_sqrt (by norm_num)]
      norm_num
    have h3 : ((Real.sqrt 2 : ℝ) : ℂ)⁻¹ * ((Real.sqrt 2 : ℝ) : ℂ)⁻¹ = 1 / 2 := by
      rw [← mul_inv, h2]
      norm_num
    simp [singletVec, dotProduct, Fintype.sum_prod_type, Fin.sum_univ_two]
    linear_combination 2 * h3

/-- For two spins 1/2 in the state `(|↑↓⟩ - |↓↑⟩) / √2`, the spin components along real
vectors `p` and `q` satisfy `⟨(p·S₁)(q·S₂)⟩ = -p·q / 4`. -/
theorem spin_half_correlation (p q : Fin 3 → ℝ) :
    expect singletVec
      ((∑ a, (p a : ℂ) • (spin a ⊗ₖ (1 : Matrix (Fin 2) (Fin 2) ℂ))) *
        (∑ b, (q b : ℂ) • ((1 : Matrix (Fin 2) (Fin 2) ℂ) ⊗ₖ spin b)))
      = -((p ⬝ᵥ q : ℝ) : ℂ) / 4 := by
  refine (singlet_directions isSinglet_witness p q).trans ?_
  ring

end

end RotationInvariantState
```

```lean
#print axioms RotationInvariantState.expect_vector
#print axioms RotationInvariantState.expect_vector_mul_vector
#print axioms RotationInvariantState.spin_half_correlation
```

```
'RotationInvariantState.expect_vector' depends on axioms: [propext, Classical.choice, Quot.sound]
'RotationInvariantState.expect_vector_mul_vector' depends on axioms: [propext, Classical.choice, Quot.sound]
'RotationInvariantState.spin_half_correlation' depends on axioms: [propext, Classical.choice, Quot.sound]
```

## States, operators and the cyclic convention

A state is a complex vector v indexed by a finite type `n`, and an operator is a complex square matrix on the same index type. `expect v X` is the number

⟨X⟩ = v† X v,

and it is defined as a linear functional of X. It is the expectation value when v is normalised. For a nonzero v of another length, the physical value is ⟨X⟩ / v†v. The two general theorems, `expect_vector` and `expect_vector_mul_vector`, hold for v of any length, because both sides of each identity scale alike.

The components x, y, z carry the indices 0, 1, 2 of `Fin 3`, where addition is cyclic: 2 + 1 = 0. `IsVectorOperator J V` says that, for every a,

[J_a, V_a] = 0
[J_a, V_(a+1)] = i V_(a+2)
[J_a, V_(a+2)] = −i V_(a+1).

This is [J_a, V_b] = i Σ_c ε_abc V_c with ħ = 1. It expresses that the components of V mix under rotations as those of an ordinary vector do.

The hypothesis `hv`, J_k v = 0 for all k, describes a state of zero total angular momentum. When J generates rotations, such a state is unchanged by them. The general theorems ask only that the J_k be Hermitian; the commutation relations among the J_k themselves are not needed.

Under these hypotheses, `expect_vector` states that ⟨A_k⟩ = 0, and `expect_vector_mul_vector` states that

⟨A_a B_b⟩ = δ_ab ⟨A·B⟩ / 3, with A·B = Σ_k A_k B_k.

The Kronecker delta appears as `if a = b then … else 0`. A and B need not commute with each other.

## What is assumed of a singlet

`IsSinglet J₁ J₂ v c` collects the conditions for a pair of subsystems coupled to zero. Both triples are Hermitian, every component of J1 commutes with every component of J2, J1 obeys the angular momentum relations, J1 + J2 annihilates v, and v has unit length. The commutation relations of J2 are not among the conditions.

The remaining condition is J1² = c times the identity. It stands for a first subsystem with a fixed spin quantum number j, for which c = j(j+1). The conclusions are

⟨J1a J2b⟩ = −c δ_ab / 3
⟨(p·J1)(q·J2)⟩ = −(c/3) p·q

for real vectors p and q, which need not have unit length.

The matrices are finite, so spins are covered but position and momentum operators are not. The state is a single vector, not a density matrix. The one singlet constructed explicitly is that of two spins 1/2.

For unit vectors p and q, the observables 2 p·S1 and 2 q·S2 have outcomes ±1. Their correlation is four times the spin-1/2 result −p·q/4, that is −p·q, and this is the quantum value compared with Bell inequalities for ±1 outcomes. It holds here for an ideal pure singlet of two spins with no noise or spatial degrees of freedom.

## Commutators average to zero

Let K be Hermitian with Kv = 0. Taking the adjoint gives v†K = (Kv)† = 0, so K annihilates the state from both sides. Hence, for every X,

⟨KX⟩ = (v†K) X v = 0
⟨XK⟩ = v†X (Kv) = 0
⟨[K, X]⟩ = 0.

This is `expect_commutator`; its step `hl` is the adjoint relation, and `h1` and `h2` are the two vanishing products.

Replacing X by a product XY and using [K, XY] = [K, X]Y + X[K, Y] gives `expect_leibniz`:

⟨[K, X]Y⟩ + ⟨X[K, Y]⟩ = 0.

The mean of a vector operator follows at once. Taking K = J_(k+1) and X = A_(k+2), the commutator is i A_k, because k + 3 = k in cyclic counting. So i⟨A_k⟩ = 0, and therefore ⟨A_k⟩ = 0. The proof of `expect_vector` makes exactly this choice and cancels the factor i.

## Nine correlations reduce to one number

The product identity with K = J_a and X = A_a loses its first term, since [J_a, A_a] = 0. Two choices of Y then remove all off-diagonal correlations:

Y = B_(a+1): i⟨A_a B_(a+2)⟩ = 0
Y = B_(a+2): −i⟨A_a B_(a+1)⟩ = 0.

These are `off2` and `off1`. For the diagonal, X = A_(a+1) and Y = B_(a+2) give

i⟨A_(a+2) B_(a+2)⟩ − i⟨A_(a+1) B_(a+1)⟩ = 0,

which is `diag`. Setting a = 0 and a = 1 yields

⟨A_2 B_2⟩ = ⟨A_1 B_1⟩
⟨A_0 B_0⟩ = ⟨A_2 B_2⟩.

All three diagonal values are equal and their sum is ⟨A·B⟩, so each is ⟨A·B⟩/3. In Lean, `cases3` splits b into a, a+1 and a+2; the diagonal case is closed by `linear_combination` from the two equalities `d0` and `d1`.

## From total spin to the correlation between subsystems

Let J = J1 + J2. Because the two triples commute,

[J_a, J1b] = [J1a, J1b],

so J1 is a vector operator for the total angular momentum. This is `key` followed by `hvec` in `singlet_correlation`. Since (J1b + J2b)v = 0,

⟨J1a J1b⟩ + ⟨J1a J2b⟩ = 0,

which the proof calls `flip`. The general theorem with A = B = J1 now gives

⟨J1a J2b⟩ = −⟨J1a J1b⟩
= −δ_ab ⟨J1²⟩ / 3
= −c δ_ab / 3,

where the last step uses J1² = c and ⟨1⟩ = 1.

For directions, `singlet_directions` expands the product by linearity:

⟨(p·J1)(q·J2)⟩ = Σ_a Σ_b p_a q_b ⟨J1a J2b⟩
= −(c/3) Σ_a p_a q_a
= −(c/3) p·q.

The smallest singlet lives in one dimension. There all matrices commute, so the angular momentum relations force J1 = 0 and hence c = 0, and both formulas correctly give zero correlation.

## Two spins 1/2, with numbers

`spin` holds the matrices S_x, S_y, S_z, and `singletVec` is the normalised state

v = (|↑↓⟩ − |↓↑⟩) / √2.

The Kronecker products S_k ⊗ 1 and 1 ⊗ S_k act on the first and second spin. `spin_angular` checks the commutation relations entry by entry, and `isSinglet_witness` verifies every condition of `IsSinglet`. Commutators of the first spin are reduced to its own 2×2 matrices. Each S_k² is 1/4 times the identity, so c = 3/4, and the total spin is applied to v component by component. The general formula then gives `spin_half_correlation`:

⟨(p·S1)(q·S2)⟩ = −p·q / 4.

As a numerical instance, take p = (0, 0, 1) and q = (4/5, 0, 3/5), two unit vectors with p·q = 3/5. The operator is then

(4/5) S1z S2x + (3/5) S1z S2z.

In both terms of v the spins are opposite, so S1z S2z v = −v/4 and ⟨S1z S2z⟩ = −1/4. For the other part,

S1z S2x v = (|↑↑⟩ + |↓↓⟩) / (4√2),

which is orthogonal to v, so ⟨S1z S2x⟩ = 0. The total is (3/5)(−1/4) = −3/20, in agreement with −p·q/4.
